# The fifteen single-qubit Pauli errors of the five-qubit code have fifteen distinct nonzero syndromes

## Strings of bits for Pauli operators

Bits are elements of Z/2, so 1 + 1 = 0. Qubits are numbered 0 to 4 and generators 0 to 3, as in the code.

```lean
import Mathlib

open Finset

namespace FiveQubitCode

noncomputable section
```

A Pauli letter is a pair (x, z) of bits. The bit x records a bit flip and z a phase flip; the overall phase is discarded.

```lean
/-- A one-qubit Pauli letter up to phase: the pair (x, z) stands for X^x Z^z. -/
abbrev Letter := ZMod 2 × ZMod 2
```

A Pauli string p gives a letter (x_j, z_j) to each qubit j. Adding strings bit by bit multiplies the operators up to phase.

```lean
/-- A Pauli string on `n` qubits, up to phase. -/
abbrev Pauli (n : ℕ) := Fin n → Letter
```

The four letters are I = (0, 0), X = (1, 0), Y = (1, 1) and Z = (0, 1).

```lean
/-- The identity letter. -/
abbrev I : Letter := (0, 0)

/-- The bit flip. -/
abbrev X : Letter := (1, 0)

/-- The bit flip combined with the phase flip. -/
abbrev Y : Letter := (1, 1)

/-- The phase flip. -/
abbrev Z : Letter := (0, 1)
```

A bit a determines the sign (−1)^a, here an integer that is later read as a complex number.

```lean
/-- The sign (-1)^a of a bit `a`. -/
def sgn (a : ZMod 2) : ℤ := if a = 0 then 1 else -1
```

For strings p = (x, z) and q = (x', z'), the symplectic form is

ω(p, q) = Σ_j (x_j z'_j + z_j x'_j).

A qubit contributes 1 exactly when its two letters are different and neither is I.

```lean
/-- The symplectic form on Pauli strings over Z/2. -/
def symp {n : ℕ} (p q : Pauli n) : ZMod 2 :=
  ∑ j, ((p j).1 * (q j).2 + (p j).2 * (q j).1)
```

## Operators on wave functions

An n-qubit wave function ψ assigns a complex amplitude to each bit string s. The string p acts on it by

(P_p ψ)(s) = (−1)^(Σ_j z_j s_j) ψ(s + x).

In Lean this is a linear map on the full 2^n-dimensional space; no inner product or normalisation is needed. The bit flip acts before the phase flip, so the letter Y becomes ZX, which is i times the usual Hermitian Y.

A different model would carry a phase from {1, i, −1, −i} with every string and use the Hermitian Y. Products would then be exact, at the cost of bookkeeping, while commutation relations and syndromes would stay the same.

```lean
/-- The operator of a Pauli string on `n`-qubit wave functions: on each qubit the bit flip
acts first, then the phase flip. -/
def pauliOp {n : ℕ} (p : Pauli n) : Module.End ℂ ((Fin n → ZMod 2) → ℂ) where
  toFun ψ := fun s => (sgn (∑ j, (p j).2 * s j) : ℂ) * ψ (fun j => s j + (p j).1)
  map_add' ψ φ := by
    funext s
    simp only [Pi.add_apply]
    ring
  map_smul' c ψ := by
    funext s
    simp only [Pi.smul_apply, smul_eq_mul, RingHom.id_apply]
    ring
```

Signs multiply when bits add: (−1)^(a+b) = (−1)^a (−1)^b. Lean checks the four cases.

```lean
/-- The sign of a sum of bits is the product of the signs. -/
theorem sgn_add : ∀ a b : ZMod 2, sgn (a + b) = sgn a * sgn b := by decide
```

## The sign from exchanging two Pauli operators

Apply P_q first and then P_p:

(P_p P_q ψ)(s) = (−1)^(Σ_j [z_j s_j + z'_j (s_j + x_j)]) ψ(s + x + x').

In the other order,

(P_q P_p ψ)(s) = (−1)^(Σ_j [z'_j s_j + z_j (s_j + x'_j)]) ψ(s + x + x').

The amplitudes agree because bit flips commute. The exponents differ by Σ_j (x_j z'_j + z_j x'_j), hence

P_p P_q = (−1)^ω(p,q) P_q P_p.

In the proof, `hs` is the agreement of the flipped strings, `key` compares the exponents on one qubit, and `h` sums over the qubits. The result holds for every n.

```lean
/-- Exchanging two Pauli operators costs the sign given by their symplectic product. -/
theorem pauliOp_exchange {n : ℕ} (p q : Pauli n) (ψ : (Fin n → ZMod 2) → ℂ) :
    pauliOp p (pauliOp q ψ) = (sgn (symp p q) : ℂ) • pauliOp q (pauliOp p ψ) := by
  funext s
  -- the bit flips commute
  have hs : (fun j => s j + (p j).1 + (q j).1) = fun j => s j + (q j).1 + (p j).1 := by
    funext j
    ring
  -- the signs differ by the symplectic form, qubit by qubit
  have key : ∀ a b c d t : ZMod 2,
      b * t + d * (t + a) = (a * d + b * c) + (d * t + b * (t + c)) := by decide
  have h : sgn (∑ j, (p j).2 * s j) * sgn (∑ j, (q j).2 * (s j + (p j).1)) =
      sgn (symp p q) *
        (sgn (∑ j, (q j).2 * s j) * sgn (∑ j, (p j).2 * (s j + (q j).1))) := by
    simp only [← sgn_add]
    congr 1
    simp only [symp, ← Finset.sum_add_distrib]
    exact Finset.sum_congr rfl fun j _ => key _ _ _ _ _
  have h' := congrArg (Int.cast : ℤ → ℂ) h
  simp only [Int.cast_mul] at h'
  change (sgn (∑ j, (p j).2 * s j) : ℂ) * ((sgn (∑ j, (q j).2 * (s j + (p j).1)) : ℂ) *
      ψ (fun j => s j + (p j).1 + (q j).1)) =
    (sgn (symp p q) : ℂ) * ((sgn (∑ j, (q j).2 * s j) : ℂ) *
      ((sgn (∑ j, (p j).2 * (s j + (q j).1)) : ℂ) * ψ (fun j => s j + (q j).1 + (p j).1)))
  rw [hs]
  linear_combination ψ (fun j => s j + (q j).1 + (p j).1) * h'
```

If ω(p, q) = 0, the sign is +1 and the operators commute. If ω(p, q) = 1, take the constant wave function ψ = 1 and let v = (P_q P_p ψ)(0). This v is a product of signs, so it is not zero. Commuting operators would give v = −v, a contradiction. Lean uses the same test function, and `nz` records v ≠ 0.

```lean
/-- Two Pauli operators commute exactly when their symplectic product vanishes. -/
theorem pauliOp_commute_iff {n : ℕ} (p q : Pauli n) :
    Commute (pauliOp p) (pauliOp q) ↔ symp p q = 0 := by
  constructor
  · intro h
    by_contra hne
    have h1 : sgn (symp p q) = -1 := by simp [sgn, hne]
    have hz : ∀ a : ZMod 2, sgn a ≠ 0 := by decide
    -- compare both orders on the constant wave function
    have e : pauliOp p (pauliOp q (fun _ => 1)) 0 = pauliOp q (pauliOp p (fun _ => 1)) 0 :=
      congrFun (LinearMap.congr_fun h.eq (fun _ => 1)) 0
    have x := congrFun (pauliOp_exchange p q (fun _ => 1)) 0
    rw [h1] at x
    simp only [Pi.smul_apply, smul_eq_mul, Int.cast_neg, Int.cast_one] at x
    have nz : pauliOp q (pauliOp p (fun _ => 1)) 0 ≠ 0 := by
      change ((sgn _ : ℤ) : ℂ) * (((sgn _ : ℤ) : ℂ) * 1) ≠ 0
      exact mul_ne_zero (Int.cast_ne_zero.2 (hz _))
        (mul_ne_zero (Int.cast_ne_zero.2 (hz _)) one_ne_zero)
    apply nz
    linear_combination (x - e) / 2
  · intro h
    have hc : pauliOp p * pauliOp q = pauliOp q * pauliOp p := by
      refine LinearMap.ext fun ψ => ?_
      change pauliOp p (pauliOp q ψ) = pauliOp q (pauliOp p ψ)
      have x := pauliOp_exchange p q ψ
      rw [h] at x
      simpa [sgn] using x
    exact hc
```

## The generators and their commutation relations

The stabilizer generators are

g_0 = XZZXI, g_1 = IXZZX, g_2 = XIXZZ, g_3 = ZXIXZ.

```lean
/-- The four stabilizer generators XZZXI, IXZZX, XIXZZ and ZXIXZ. -/
def generator : Fin 4 → Pauli 5 :=
  ![![X, Z, Z, X, I], ![I, X, Z, Z, X], ![X, I, X, Z, Z], ![Z, X, I, X, Z]]
```

Two further strings are candidates for logical operators, acting on the encoded qubit.

```lean
/-- The string XXXXX. -/
def logicalX : Pauli 5 := fun _ => X

/-- The string ZZZZZ. -/
def logicalZ : Pauli 5 := fun _ => Z
```

The syndrome of an error e is the list of four bits ω(g_i, e). It is additive: the syndrome of e + f is the sum of the two syndromes.

```lean
/-- The syndrome of an error: its symplectic products with the four generators. -/
def syndrome (e : Pauli 5) : Fin 4 → ZMod 2 := fun i => symp (generator i) e
```

A single-qubit error places one letter c on qubit j and I elsewhere.

```lean
/-- The error that applies the letter `c` to qubit `j` and leaves the others alone. -/
def singleError (j : Fin 5) (c : Letter) : Pauli 5 := Pi.single j c
```

The weight of a string counts its letters other than I.

```lean
/-- The number of qubits on which a Pauli string differs from the identity. -/
def weight (e : Pauli 5) : ℕ := (univ.filter fun j => e j ≠ 0).card
```

Commutation now reduces to counting the qubits on which two strings have different letters, neither of them I. These are:

- g_0 and g_1: qubits 1, 3
- g_0 and g_2: qubits 2, 3
- g_0 and g_3: qubits 0, 1
- g_1 and g_2: qubits 2, 4
- g_1 and g_3: qubits 3, 4
- g_2 and g_3: qubits 0, 3

Each count is two, so each symplectic product vanishes. Every generator contains two letters X and two letters Z, so it also commutes with XXXXX and ZZZZZ. Those two strings differ on five qubits, an odd number, and therefore do not commute with each other.

The theorem speaks of the operators themselves. Its proof rewrites each `Commute` as a symplectic product and leaves the finite arithmetic to `decide +kernel`.

```lean
/-- The generators commute with one another and with XXXXX and ZZZZZ, while XXXXX and ZZZZZ
do not commute with each other. -/
theorem generators_commute :
    (∀ i j, Commute (pauliOp (generator i)) (pauliOp (generator j))) ∧
    (∀ i, Commute (pauliOp (generator i)) (pauliOp logicalX)) ∧
    (∀ i, Commute (pauliOp (generator i)) (pauliOp logicalZ)) ∧
    ¬ Commute (pauliOp logicalX) (pauliOp logicalZ) := by
  simp only [pauliOp_commute_iff]
  decide +kernel
```

## What a syndrome bit measures

Suppose P_(g_i) ψ = ψ. After an error e, the exchange rule gives

P_(g_i) P_e ψ = (−1)^ω(g_i,e) P_e P_(g_i) ψ = (−1)^ω(g_i,e) P_e ψ.

For nonzero ψ, the syndrome bit thus says whether the generator's eigenvalue is still +1 or has become −1.

The hypothesis that the generator fixes ψ matters. Let |±⟩ = (|0⟩ ± |1⟩)/√2 and take the product state |−⟩|0⟩|0⟩|+⟩|0⟩. It has eigenvalue −1 under g_0. With no error at all the syndrome bit is 0, and the formula would wrongly predict +1.

```lean
/-- If a generator fixes the state ψ, then after an error `e` it multiplies the state by the
sign given by the syndrome bit. -/
theorem generator_after_error (i : Fin 4) (e : Pauli 5) (ψ : (Fin 5 → ZMod 2) → ℂ)
    (h : pauliOp (generator i) ψ = ψ) :
    pauliOp (generator i) (pauliOp e ψ) = (sgn (syndrome e i) : ℂ) • pauliOp e ψ := by
  have x := pauliOp_exchange (generator i) e ψ
  rw [h] at x
  exact x
```

## Fifteen errors, fifteen syndromes

An X error sets bit i when g_i has a Z on that qubit, and a Z error sets it when g_i has an X there. The syndrome of Y is the sum of the other two. Listing the bits in the order g_0 g_1 g_2 g_3 gives:

- qubit 0: X 0001, Y 1011, Z 1010
- qubit 1: X 1000, Y 1101, Z 0101
- qubit 2: X 1100, Y 1110, Z 0010
- qubit 3: X 0110, Y 1111, Z 1001
- qubit 4: X 0011, Y 0111, Z 0100

Every nonzero four-bit string occurs once. For quantum error correction this means that, if all four generators fix the state before the error, the error is a Pauli operator on at most one qubit, and the syndrome is read without fault, then the syndrome identifies the error up to phase.

In Lean an error is a pair (j, c) with c ≠ I, and `Set.BijOn` states the bijection onto the nonzero syndromes. The checks `h1`, `h2` and `h3` establish that the syndromes are nonzero, distinct and exhaustive.

```lean
/-- There are fifteen single-qubit errors, and the syndrome maps them bijectively onto the
nonzero elements of (Z/2)^4. -/
theorem syndrome_bijOn :
    (univ.filter fun e : Fin 5 × Letter => e.2 ≠ 0).card = 15 ∧
    Set.BijOn (fun e : Fin 5 × Letter => syndrome (singleError e.1 e.2))
      {e | e.2 ≠ 0} {s | s ≠ 0} := by
  -- three finite checks: nonzero, distinct, exhaustive
  have h1 : ∀ e : Fin 5 × Letter, e.2 ≠ 0 → syndrome (singleError e.1 e.2) ≠ 0 := by
    decide +kernel
  have h2 : ∀ p : (Fin 5 × Letter) × (Fin 5 × Letter),
      ¬ (p.1.2 ≠ 0 ∧ p.2.2 ≠ 0 ∧
        syndrome (singleError p.1.1 p.1.2) = syndrome (singleError p.2.1 p.2.2) ∧
        p.1 ≠ p.2) := by
    decide +kernel
  have h3 : ∀ s : Fin 4 → ZMod 2, s ≠ 0 →
      ∃ e : Fin 5 × Letter, e.2 ≠ 0 ∧ syndrome (singleError e.1 e.2) = s := by
    decide +kernel
  refine ⟨by decide +kernel, fun e he => h1 e he, fun e he f hf h => ?_, ?_⟩
  · by_contra hne
    exact h2 (e, f) ⟨he, hf, h, hne⟩
  intro s hs
  obtain ⟨e, he, h⟩ := h3 s hs
  exact ⟨e, he, h⟩
```

## Detection up to weight two, and where it stops

An error of weight one has a nonzero syndrome by the table. An error of weight two is a sum of single errors on different qubits. Its syndrome is the sum of two distinct entries, which is not zero. Lean takes a more direct route and checks all 4^5 = 1024 strings.

```lean
/-- Every nontrivial Pauli error on at most two qubits has a nonzero syndrome. -/
theorem detects_weight_two :
    ∀ e : Pauli 5, e ≠ 0 → weight e ≤ 2 → syndrome e ≠ 0 := by
  decide +kernel
```

The bound cannot be raised to three. Adding XXXXX to g_0 gives

XZZXI + XXXXX = IYYIX,

a string of weight three. From the table, its syndrome is

1101 + 1110 + 0011 = 0000.

There are three qubits on which its letter differs from that of ZZZZZ and is not I. Three is odd, so the two operators do not commute. Every product of generators does commute with ZZZZZ, so IYYIX is not such a product, even up to phase: it is an undetected error outside the stabilizer.

The theorem states the sum of strings, the weight, the zero syndrome and the failure to commute, again by reduction to finite arithmetic.

```lean
/-- The sum of the strings XZZXI and XXXXX is IYYIX; it has weight three and zero syndrome, and its
operator does not commute with that of ZZZZZ. -/
theorem undetected_weight_three :
    generator 0 + logicalX = ![I, Y, Y, I, X] ∧
    weight (generator 0 + logicalX) = 3 ∧
    syndrome (generator 0 + logicalX) = 0 ∧
    ¬ Commute (pauliOp (generator 0 + logicalX)) (pauliOp logicalZ) := by
  simp only [pauliOp_commute_iff]
  decide +kernel

end

end FiveQubitCode
```

The theorems concern Pauli strings and their operators. The dimension of the code space, a recovery operation, faulty syndrome measurements and general noise channels are not treated.

```lean
#print axioms FiveQubitCode.generators_commute
#print axioms FiveQubitCode.syndrome_bijOn
#print axioms FiveQubitCode.detects_weight_two
#print axioms FiveQubitCode.undetected_weight_three
```

```
'FiveQubitCode.generators_commute' depends on axioms: [propext, Classical.choice, Quot.sound]
'FiveQubitCode.syndrome_bijOn' depends on axioms: [propext, Classical.choice, Quot.sound]
'FiveQubitCode.detects_weight_two' depends on axioms: [propext, Classical.choice, Quot.sound]
'FiveQubitCode.undetected_weight_three' depends on axioms: [propext, Classical.choice, Quot.sound]
```
